# Averaging over N ≥ 1 equally spaced rotations makes every planar stiffness tensor isotropic exactly when N is not 1, 2 or 4

Let \(C_{ijkl}\) be the stiffness tensor of a two-dimensional crystal, with indices 0 and 1 for \(x\) and \(y\), and let \(\langle C\rangle_N\) be the mean of \(C\) over the rotations by \(2\pi k/N\), \(k=0,\dots,N-1\). I want the in-plane stiffness of a sheet whose grains point in all directions, so I average over orientations. With three orientations the result looks isotropic, but with four it can still be as anisotropic as the single crystal. How can three orientations do better than four, and is the result for three really the same in every direction, or only at multiples of 120 degrees?

## Only the second and fourth harmonics have to cancel

It is the same in every direction. A rotated stiffness component contains only a constant and harmonics in \(2\theta\) and \(4\theta\). Three equally spaced angles cancel both harmonics, while four sample the \(4\theta\) term at the same phase each time.

**Splitting the tensor.** The symmetries \(C_{ijkl}=C_{jikl}=C_{klij}\) leave six independent components. Let \(A=\mathrm{diag}(1,-1)\), let \(D\) have zeros on its diagonal and ones off it, and put \(S=aA+bD\). Write

\[
\begin{aligned}
C_{ijkl}={}&\lambda\,\delta_{ij}\delta_{kl}+\mu(\delta_{ik}\delta_{jl}+\delta_{il}\delta_{jk})+\delta_{ij}S_{kl}+S_{ij}\delta_{kl}\\
&+p(A_{ij}A_{kl}-D_{ij}D_{kl})+q(A_{ij}D_{kl}+D_{ij}A_{kl}).
\end{aligned}
\]

Reading off components gives

\[
\begin{aligned}
C_{0000}&=\lambda+2\mu+2a+p, & C_{1111}&=\lambda+2\mu-2a+p,\\
C_{0011}&=\lambda-p, & C_{0101}&=\mu-p,\\
C_{0001}&=b+q, & C_{1101}&=b-q.
\end{aligned}
\]

Hence \(a=(C_{0000}-C_{1111})/4\), while \(b\) and \(q\) are half the sum and half the difference of \(C_{0001}\) and \(C_{1101}\). Inserting \(\lambda=C_{0011}+p\) and \(\mu=C_{0101}+p\) into \(C_{0000}+C_{1111}=2\lambda+4\mu+2p\) yields

\[
p=\tfrac18\,(C_{0000}+C_{1111}-2C_{0011}-4C_{0101}),
\]

and with it \(\lambda\) and \(\mu\).

**Rotating it.** For an orthogonal \(Q\), each \(\delta_{ij}\) becomes \((QQ^{T})_{ij}=\delta_{ij}\), so the \(\lambda,\mu\) part is unchanged. A rotation \(R\) by \(\theta\) gives

\[
RAR^{T}=\cos2\theta\,A+\sin2\theta\,D,\qquad RDR^{T}=-\sin2\theta\,A+\cos2\theta\,D .
\]

So \((a,b)\) turns by \(2\theta\). Inserting these into the products, with \(\cos^2 2\theta-\sin^2 2\theta=\cos4\theta\) and \(2\sin2\theta\cos2\theta=\sin4\theta\), gives

\[
\begin{aligned}
A\otimes A-D\otimes D&\to\cos4\theta\,(A\otimes A-D\otimes D)+\sin4\theta\,(A\otimes D+D\otimes A),\\
A\otimes D+D\otimes A&\to-\sin4\theta\,(A\otimes A-D\otimes D)+\cos4\theta\,(A\otimes D+D\otimes A),
\end{aligned}
\]

so \((p,q)\) turns by \(4\theta\).

**Averaging.** Put \(z=e^{2\pi i m/N}\). Then \((1-z)\sum_{k=0}^{N-1}z^k=1-z^N=0\), so the sum vanishes unless \(z=1\), that is, unless \(N\) divides \(m\). Its real and imaginary parts are the cosine and sine sums. If \(N\) is not 1, 2 or 4, it divides neither 4 nor 2, and only the \(\lambda,\mu\) part survives.

**The exceptions.** If \(N\) divides 4, every \(4\cdot2\pi k/N\) is a multiple of \(2\pi\), and a tensor with only \(p=1\) equals its own average. A rotation by 45 degrees has \(4\theta=\pi\) and reverses its sign, so the average is not isotropic.

## What the theorems say about the crystal

`average_invariant` states that for \(N\ge1\) other than 1, 2, 4, every `C` with `ElasticSymmetry C` has an average unchanged by every real 2×2 matrix with `Q * Qᵀ = 1`, reflections included. `average_invariant_iff` adds that the list of exceptions is exact: for \(N=1,2,4\) some symmetric tensor fails.

A `Tensor` is a real function of four indices in `Fin 2`. `rotate` turns the material with the axes held fixed, and `rotation θ` is counterclockwise. `lam` and `mu` are the planar Lamé constants. The name `diagonal` stands for \(D\), a pure shear that stretches along one diagonal and compresses along the other, not for a diagonal matrix. Elastic stability is not assumed, and the tensor with only \(p=1\) is not stable, since its \(C_{0101}\) is \(-1\). Adding the isotropic tensor with \(\lambda=0\) and \(\mu=2\) makes it stable, and the average still fails to be isotropic, because rotations leave the added part unchanged.

The step from here to your sheet is physical: taking the mean stiffness as the effective one supposes that all grains carry the same strain (the Voigt estimate). It also supposes that the grains differ only by a rotation in the plane of the sheet, and that all these in-plane orientations are equally common. Within that planar, linear-elastic estimate, the result replaces the integral over orientations by a finite sum.

In Lean 4 with Mathlib:

```lean
import Mathlib

open Matrix

namespace PlanarOrientationAverage

noncomputable section

/-- A real rank-4 tensor on the plane, given by its Cartesian components. -/
abbrev Tensor := Fin 2 → Fin 2 → Fin 2 → Fin 2 → ℝ

/-- The symmetries of a stiffness tensor: exchange of the first two indices and exchange of
the two index pairs. Together they give the exchange of the last two indices. -/
structure ElasticSymmetry (C : Tensor) : Prop where
  minor : ∀ i j k l, C i j k l = C j i k l
  major : ∀ i j k l, C i j k l = C k l i j

/-- The tensor transformed by the matrix `Q`, which acts on each of the four indices. -/
def rotate (Q : Matrix (Fin 2) (Fin 2) ℝ) (C : Tensor) : Tensor := fun i j k l =>
  ∑ p, ∑ q, ∑ r, ∑ s, Q i p * Q j q * Q k r * Q l s * C p q r s

/-- The matrix of the rotation by the angle `θ`. -/
def rotation (θ : ℝ) : Matrix (Fin 2) (Fin 2) ℝ :=
  !![Real.cos θ, -Real.sin θ; Real.sin θ, Real.cos θ]

/-- The mean of `C` over the rotations by `2πk/N`, `k = 0, ..., N-1`, for `N ≥ 1`. -/
def average (N : ℕ) (C : Tensor) : Tensor :=
  (N : ℝ)⁻¹ • ∑ k ∈ Finset.range N, rotate (rotation (2 * Real.pi * k / N)) C

/-- The isotropic stiffness tensor with Lamé constants `lam` and `mu`. -/
def isotropic (lam mu : ℝ) : Tensor := fun i j k l =>
  let δ : Matrix (Fin 2) (Fin 2) ℝ := 1
  lam * (δ i j * δ k l) + mu * (δ i k * δ j l + δ i l * δ j k)

/-- Pure shear strain that stretches along `x` and compresses along `y`. -/
def axial : Matrix (Fin 2) (Fin 2) ℝ := !![1, 0; 0, -1]

/-- Pure shear strain that stretches along one diagonal and compresses along the other. -/
def diagonal : Matrix (Fin 2) (Fin 2) ℝ := !![0, 1; 1, 0]

/-- The anisotropic tensor with amplitudes `a, b`, which couple dilation to shear, and
`p, q`, which couple shear to shear. -/
def anisotropic (a b p q : ℝ) : Tensor := fun i j k l =>
  let δ : Matrix (Fin 2) (Fin 2) ℝ := 1
  δ i j * (a * axial k l + b * diagonal k l) + (a * axial i j + b * diagonal i j) * δ k l
    + p * (axial i j * axial k l - diagonal i j * diagonal k l)
    + q * (axial i j * diagonal k l + diagonal i j * axial k l)

/-- A planar tensor with minor and major symmetries is the sum of an isotropic and an
anisotropic tensor, with the constants read off from its components. -/
theorem decomposition {C : Tensor} (h : ElasticSymmetry C) :
    C = isotropic ((C 0 0 0 0 + C 1 1 1 1 + 6 * C 0 0 1 1 - 4 * C 0 1 0 1) / 8)
          ((C 0 0 0 0 + C 1 1 1 1 - 2 * C 0 0 1 1 + 4 * C 0 1 0 1) / 8)
      + anisotropic ((C 0 0 0 0 - C 1 1 1 1) / 4) ((C 0 0 0 1 + C 1 1 0 1) / 2)
          ((C 0 0 0 0 + C 1 1 1 1 - 2 * C 0 0 1 1 - 4 * C 0 1 0 1) / 8)
          ((C 0 0 0 1 - C 1 1 0 1) / 2) := by
  -- the symmetries leave six independent components
  have e1 := h.major 1 1 0 0
  have e2 := h.minor 1 0 0 1
  have e3 := h.major 0 1 1 0
  have e4 := h.minor 1 0 1 0
  have e5 := h.minor 1 0 0 0
  have e6 := h.major 0 1 0 0
  have e7 := h.major 0 0 1 0
  have e8 := h.major 0 1 1 1
  have e9 := h.minor 1 0 1 1
  have e10 := h.major 1 1 1 0
  funext i j k l
  fin_cases i <;> fin_cases j <;> fin_cases k <;> fin_cases l <;>
    simp only [Pi.add_apply, isotropic, anisotropic, axial, diagonal, Matrix.one_fin_two,
      Fin.zero_eta, Fin.mk_one, Matrix.of_apply, Matrix.cons_val', Matrix.cons_val_zero,
      Matrix.cons_val_one, Matrix.cons_val_fin_one] <;> linarith

/-- An isotropic tensor is invariant under every orthogonal matrix. -/
theorem rotate_isotropic {Q : Matrix (Fin 2) (Fin 2) ℝ} (hQ : Q * Qᵀ = 1) (lam mu : ℝ) :
    rotate Q (isotropic lam mu) = isotropic lam mu := by
  have hg : ∀ i j, Q i 0 * Q j 0 + Q i 1 * Q j 1 = (1 : Matrix (Fin 2) (Fin 2) ℝ) i j := by
    intro i j
    rw [← hQ]
    simp only [Matrix.mul_apply, Matrix.transpose_apply, Fin.sum_univ_two]
  funext i j k l
  -- each Kronecker delta is turned into an entry of `Q Qᵀ`
  calc rotate Q (isotropic lam mu) i j k l
      = lam * ((Q i 0 * Q j 0 + Q i 1 * Q j 1) * (Q k 0 * Q l 0 + Q k 1 * Q l 1))
        + mu * ((Q i 0 * Q k 0 + Q i 1 * Q k 1) * (Q j 0 * Q l 0 + Q j 1 * Q l 1)
          + (Q i 0 * Q l 0 + Q i 1 * Q l 1) * (Q j 0 * Q k 0 + Q j 1 * Q k 1)) := by
        simp only [rotate, isotropic, Fin.sum_univ_two, Matrix.one_fin_two, Matrix.of_apply,
          Matrix.cons_val', Matrix.cons_val_zero, Matrix.cons_val_one, Matrix.cons_val_fin_one]
        ring
    _ = isotropic lam mu i j k l := by simp only [hg, isotropic]

/-- Rotation matrices are orthogonal. -/
theorem rotation_orthogonal (θ : ℝ) : rotation θ * (rotation θ)ᵀ = 1 := by
  ext i j
  fin_cases i <;> fin_cases j <;>
    simp only [rotation, Matrix.mul_apply, Matrix.transpose_apply, Fin.sum_univ_two,
      Matrix.one_fin_two, Fin.zero_eta, Fin.mk_one, Matrix.of_apply, Matrix.cons_val',
      Matrix.cons_val_zero, Matrix.cons_val_one, Matrix.cons_val_fin_one] <;>
    nlinarith [Real.sin_sq_add_cos_sq θ]

set_option maxHeartbeats 400000 in
/-- When the tensor is rotated by `θ`, the amplitudes `(a, b)` turn by the angle `2θ` and the
amplitudes `(p, q)` by the angle `4θ`. -/
theorem rotate_anisotropic (θ a b p q : ℝ) :
    rotate (rotation θ) (anisotropic a b p q) =
      anisotropic (a * Real.cos (2 * θ) - b * Real.sin (2 * θ))
        (a * Real.sin (2 * θ) + b * Real.cos (2 * θ))
        (p * Real.cos (4 * θ) - q * Real.sin (4 * θ))
        (p * Real.sin (4 * θ) + q * Real.cos (4 * θ)) := by
  have c2 := Real.cos_two_mul' θ
  have s2 := Real.sin_two_mul θ
  have c4 := Real.cos_two_mul' (2 * θ)
  have s4 := Real.sin_two_mul (2 * θ)
  rw [show 2 * (2 * θ) = 4 * θ by ring, c2, s2] at c4 s4
  rw [c4, s4, c2, s2]
  -- a factor `sin² + cos²` makes both sides homogeneous of degree four
  rw [← one_mul (a * _ - b * _), ← one_mul (a * _ + b * _), ← Real.sin_sq_add_cos_sq θ]
  funext i j k l
  fin_cases i <;> fin_cases j <;> fin_cases k <;> fin_cases l <;>
    simp only [rotate, rotation, anisotropic, axial, diagonal, Fin.sum_univ_two,
      Matrix.one_fin_two, Fin.zero_eta, Fin.mk_one, Matrix.of_apply, Matrix.cons_val',
      Matrix.cons_val_zero, Matrix.cons_val_one, Matrix.cons_val_fin_one,
      mul_zero, zero_mul, add_zero, zero_add, mul_one, one_mul] <;> ring

/-- The `m`-th harmonics cancel over `N ≥ 1` equally spaced angles if `N` does not divide `m`. -/
theorem harmonic_sum {N m : ℕ} (hN : N ≠ 0) (hm : ¬ N ∣ m) :
    ∑ k ∈ Finset.range N, Real.cos (m * (2 * Real.pi * k / N)) = 0 ∧
    ∑ k ∈ Finset.range N, Real.sin (m * (2 * Real.pi * k / N)) = 0 := by
  have hζ := Complex.isPrimitiveRoot_exp N hN
  have hexp : ∀ k : ℕ, (Complex.exp (2 * Real.pi * Complex.I / N) ^ m) ^ k
      = Complex.exp (((m * (2 * Real.pi * k / N) : ℝ) : ℂ) * Complex.I) := by
    intro k
    rw [← pow_mul, ← Complex.exp_nat_mul]
    congr 1
    push_cast
    ring
  have hw : Complex.exp (2 * Real.pi * Complex.I / N) ^ m ≠ 1 :=
    fun h => hm ((hζ.pow_eq_one_iff_dvd m).1 h)
  have hwN : (Complex.exp (2 * Real.pi * Complex.I / N) ^ m) ^ N = 1 := by
    rw [← pow_mul, mul_comm m N, pow_mul, hζ.pow_eq_one, one_pow]
  -- the geometric sum of a root of unity other than one
  have h := mul_neg_geom_sum (Complex.exp (2 * Real.pi * Complex.I / N) ^ m) N
  rw [hwN, sub_self] at h
  have hsum := (mul_eq_zero.1 h).resolve_left (sub_ne_zero.2 hw.symm)
  have hr := congrArg Complex.re hsum
  have hi := congrArg Complex.im hsum
  rw [Complex.re_sum] at hr
  rw [Complex.im_sum] at hi
  simp only [hexp, Complex.exp_ofReal_mul_I_re, Complex.zero_re] at hr
  simp only [hexp, Complex.exp_ofReal_mul_I_im, Complex.zero_im] at hi
  exact ⟨hr, hi⟩

/-- For `N ≥ 1` other than 1, 2, 4, averaging removes the anisotropic part of a tensor and
keeps its isotropic part. -/
theorem average_removes_anisotropy {N : ℕ} (hN : N ≠ 0) (h1 : N ≠ 1) (h2 : N ≠ 2)
    (h4 : N ≠ 4) (lam mu a b p q : ℝ) :
    average N (isotropic lam mu + anisotropic a b p q) = isotropic lam mu := by
  have d4 : ¬ N ∣ 4 := by
    intro h
    have hle := Nat.le_of_dvd (by norm_num) h
    have h3 : N = 3 := by omega
    subst h3
    omega
  have d2 : ¬ N ∣ 2 := fun h => d4 (h.trans (by norm_num))
  obtain ⟨hc2, hs2⟩ := harmonic_sum hN d2
  obtain ⟨hc4, hs4⟩ := harmonic_sum hN d4
  simp only [Nat.cast_ofNat] at hc2 hs2 hc4 hs4
  have hN' : (N : ℝ) ≠ 0 := Nat.cast_ne_zero.2 hN
  funext i j k l
  -- every rotated component is a constant plus second and fourth harmonics
  have key : ∀ θ : ℝ, rotate (rotation θ) (isotropic lam mu + anisotropic a b p q) i j k l
      = isotropic lam mu i j k l + Real.cos (2 * θ) * anisotropic a b 0 0 i j k l
        + Real.sin (2 * θ) * anisotropic (-b) a 0 0 i j k l
        + Real.cos (4 * θ) * anisotropic 0 0 p q i j k l
        + Real.sin (4 * θ) * anisotropic 0 0 (-q) p i j k l := by
    intro θ
    have hadd : rotate (rotation θ) (isotropic lam mu + anisotropic a b p q)
        = rotate (rotation θ) (isotropic lam mu)
          + rotate (rotation θ) (anisotropic a b p q) := by
      funext i j k l
      simp only [rotate, Pi.add_apply, mul_add, Finset.sum_add_distrib]
    rw [hadd, rotate_isotropic (rotation_orthogonal θ), rotate_anisotropic]
    simp only [Pi.add_apply, anisotropic]
    ring
  simp only [average, Pi.smul_apply, Finset.sum_apply, key, Finset.sum_add_distrib,
    ← Finset.sum_mul, hc2, hs2, hc4, hs4, Finset.sum_const, Finset.card_range,
    nsmul_eq_mul, smul_eq_mul, zero_mul, add_zero]
  rw [inv_mul_cancel_left₀ hN']

/-- For `N ≥ 1` other than 1, 2, 4, the average over the rotations by `2πk/N` of a tensor with
minor and major symmetries is invariant under every orthogonal matrix. -/
theorem average_invariant {N : ℕ} (hN : N ≠ 0) (h1 : N ≠ 1) (h2 : N ≠ 2) (h4 : N ≠ 4)
    {C : Tensor} (hC : ElasticSymmetry C) {Q : Matrix (Fin 2) (Fin 2) ℝ} (hQ : Q * Qᵀ = 1) :
    rotate Q (average N C) = average N C := by
  rw [decomposition hC, average_removes_anisotropy hN h1 h2 h4, rotate_isotropic hQ]

/-- If `N` divides 4, a tensor with only the amplitudes `p, q` equals its own average. -/
theorem average_fourfold {N : ℕ} (hd : N ∣ 4) (p q : ℝ) :
    average N (anisotropic 0 0 p q) = anisotropic 0 0 p q := by
  obtain ⟨m, hm⟩ := hd
  have hN : (N : ℝ) ≠ 0 := by
    intro h
    have h0 : N = 0 := Nat.cast_eq_zero.1 h
    rw [h0, zero_mul] at hm
    omega
  have hm' : (4 : ℝ) = N * m := by exact_mod_cast hm
  have hk : ∀ k ∈ Finset.range N, rotate (rotation (2 * Real.pi * k / N))
      (anisotropic 0 0 p q) = anisotropic 0 0 p q := by
    intro k _
    -- four times the angle is a whole number of turns
    have e : 4 * (2 * Real.pi * k / N) = ((m * k : ℕ) : ℝ) * (2 * Real.pi) := by
      rw [hm']
      push_cast
      field_simp
    have hs : Real.sin (((m * k : ℕ) : ℝ) * (2 * Real.pi)) = 0 := by
      have h := Real.sin_nat_mul_pi (m * k * 2)
      rwa [Nat.cast_mul (m * k) 2, Nat.cast_ofNat, mul_assoc] at h
    rw [rotate_anisotropic, e, hs, Real.cos_nat_mul_two_pi]
    simp only [zero_mul, mul_zero, mul_one, sub_zero, add_zero, zero_add]
  rw [average, Finset.sum_congr rfl hk, Finset.sum_const, Finset.card_range,
    ← Nat.cast_smul_eq_nsmul ℝ, smul_smul, inv_mul_cancel₀ hN, one_smul]

/-- For `N ≥ 1`, the average of every tensor with minor and major symmetries is invariant under
all orthogonal matrices exactly when `N` is not 1, 2 or 4. -/
theorem average_invariant_iff {N : ℕ} (hN : N ≠ 0) :
    (∀ C, ElasticSymmetry C → ∀ Q : Matrix (Fin 2) (Fin 2) ℝ, Q * Qᵀ = 1 →
      rotate Q (average N C) = average N C) ↔ N ≠ 1 ∧ N ≠ 2 ∧ N ≠ 4 := by
  refine ⟨fun H => ?_, fun h C hC Q hQ => average_invariant hN h.1 h.2.1 h.2.2 hC hQ⟩
  by_contra hc
  have hd : N ∣ 4 := by
    have h : N = 1 ∨ N = 2 ∨ N = 4 := by omega
    rcases h with rfl | rfl | rfl <;> norm_num
  have hsym : ElasticSymmetry (anisotropic 0 0 1 0) := by
    constructor
    · intro i j k l
      fin_cases i <;> fin_cases j <;> simp [anisotropic, axial, diagonal]
    · intro i j k l
      simp only [anisotropic]
      ring
  -- a rotation by 45 degrees reverses the sign of this tensor
  have h := H _ hsym (rotation (Real.pi / 4)) (rotation_orthogonal _)
  rw [average_fourfold hd, rotate_anisotropic,
    show 4 * (Real.pi / 4) = Real.pi by ring, Real.cos_pi, Real.sin_pi] at h
  have h0 := congrArg (fun T : Tensor => T 0 0 0 0) h
  norm_num [anisotropic, axial, diagonal] at h0

end

end PlanarOrientationAverage
```

```lean
#print axioms PlanarOrientationAverage.average_invariant_iff
```

```
'PlanarOrientationAverage.average_invariant_iff' depends on axioms: [propext, Classical.choice, Quot.sound]
```

## From the components to the average

`decomposition` collects the index exchanges, runs through all sixteen components and solves the linear relations with `linarith`. `rotate_isotropic` regroups the contracted sum into entries of \(QQ^{T}\).

`rotate_anisotropic` compares components directly instead of transforming \(A\) and \(D\). A factor \(\sin^2\theta+\cos^2\theta\) brings the \(2\theta\) terms to degree four, after which `ring` settles each component. `harmonic_sum` is the geometric sum, split into real and imaginary parts.

In `average_removes_anisotropy`, the statement `key` writes a rotated component as a constant plus the four harmonic terms, and the sums then cancel. `average_invariant` chains this with the decomposition and the isotropic invariance. For the converse, `average_fourfold` shows that the \((p,q)\) tensor survives, and the 45-degree rotation then leads to \(-1=1\) in the component `0 0 0 0`.

## Three orientations of a square crystal

Take \(C_{0000}=C_{1111}=10\), \(C_{0011}=4\), \(C_{0101}=5\) in some unit, and \(C_{0001}=C_{1101}=0\). Then \(a=b=q=0\), \(p=-1\), \(\lambda=3\) and \(\mu=4\), and the component \(C_{0000}\) of the crystal rotated by \(\theta\) is \(11-\cos4\theta\). At 0, 120 and 240 degrees it is 10, 11.5 and 11.5, with mean \(11=\lambda+2\mu\). At 0, 90, 180 and 270 degrees it is 10 each time, which is your single crystal again.

Three is the smallest number that works for every crystal. As \(N\to\infty\) the mean tends to the average over all angles; since it is the same for \(N=3\) and for every \(N\ge5\), three orientations give that average exactly.
